# With one geminal coefficient varied, a real trial state on finitely many configurations that never vanishes has constant energy or at most two stationary points

## Accepting a stationary point in a one-coefficient search

Suppose one geminal coefficient is optimised with all other parameters fixed, and the search finds a stationary point of the energy. Can it be accepted as the minimum along this line? For a real determinant state on finitely many configurations that is nonzero at every value of the coefficient, one more energy settles the question. Compute the energy at one other value, chosen freely. If it is higher, the point is the global minimum on the line; if it is lower, the global maximum; if it is equal, the energy is constant.

This concerns one coefficient at a time and exact energies, without sampling noise. It does not exclude local minima in the full parameter space.

## One coefficient gives a rank-one change

Let x be a configuration of N spin-up and N spin-down electrons, at positions r_i and r'_j. If all N pairs share the same geminal (an antisymmetrised geminal power), the amplitude is, up to a constant factor, det Φ_x, where

Φ_x(i,j) = Σ_kl λ_kl φ_k(r_i) φ_l(r'_j)

with orbitals φ_k and pairing coefficients λ_kl. Adding t to a single λ_kl adds t u_x v_xᵀ to Φ_x, where u_x has entries φ_k(r_i) and v_x has entries φ_l(r'_j). The trial state and its energy are therefore

ψ_x(t) = det(Φ_x + t u_x v_xᵀ)

E(t) = ψ(t)·Hψ(t) / ψ(t)·ψ(t).

If λ_kl and λ_lk are tied together with k ≠ l and N ≥ 2, the change generally has rank two, and the argument below does not then apply.

## What the theorems say

In the file, `X` is the finite set of configurations and `n` labels the rows and columns of the pairing matrix Φ_x. `trial` is ψ(t), without normalisation, and `landscape` is E(t). The data `Φ`, `u` and `v` are arbitrary real arrays; that they come from orbitals is the interpretation given above. `H` is any real matrix, so a real symmetric Hamiltonian is a special case.

The hypothesis `∀ t, trial Φ u v t ≠ 0` says that the amplitudes never all vanish at the same t; individual amplitudes may have zeros. Stationarity at t is `HasDerivAt (landscape H Φ u v) 0 t`: the derivative exists and equals zero.

The main theorem states that E is constant, or that there are numbers s₁ and s₂ among which every stationary point lies. It does not say that they are distinct or that either is stationary. For ψ(t) = (1, t) and H = diag(0, 1), for instance, E(t) = t² / (1 + t²) has the single stationary point t = 0, and its upper limit 1 is never reached. A second theorem states that each stationary point is a global minimum or a global maximum over t.

## Derivation

**The state is affine in t.** Border the matrix with one row and one column. Eliminating the corner entry 1 gives

det [[1, −v_xᵀ], [t u_x, Φ_x]] = det(Φ_x + t u_x v_xᵀ).

The first column is (1, 0) + t (0, u_x), and a determinant is linear in each column. Hence

ψ_x(t) = det Φ_x + t b_x, with b_x = det [[0, −v_xᵀ], [u_x, Φ_x]].

No inverse of Φ_x is used, so singular matrices are allowed.

**The energy difference is a square over the norm.** Let s be a stationary point, and write a = ψ(s) and τ = t − s, so that ψ(t) = a + τb. Then

ψ·Hψ = a·Ha + τ(a·Hb + b·Ha) + τ² b·Hb

ψ·ψ = a·a + 2τ a·b + τ² b·b.

Differentiate E (ψ·ψ) = ψ·Hψ at s. Since E′(s) = 0,

2E(s) a·b = a·Hb + b·Ha.

Also E(s) a·a = a·Ha. Subtracting E(s) ψ·ψ from ψ·Hψ therefore removes the constant and linear terms:

(E(t) − E(s)) ψ(t)·ψ(t) = K (t − s)², with K = b·Hb − E(s) b·b.

**Counting.** The norm is positive, so s is a global minimum if K ≥ 0 and a global maximum if K ≤ 0. If E(t) = E(s) for some t ≠ s, then K = 0 and E is constant. Suppose E is not constant and has three stationary points. Two of them are both minima or both maxima, so they have equal energies, which is a contradiction.

## One configuration, two configurations, and a vanishing state

With a single configuration and a state that never vanishes, E equals the only entry of H and is constant.

With two configurations the bound can be reached. The file's example has ψ(t) = (1, t) and an H with zero diagonal and off-diagonal entries 1 (the hopping of a whole pair, since both u_x and v_x differ between the configurations), so

E(t) = 2t / (1 + t²).

It is stationary at t = 1 and t = −1, with energies 1 and −1 and normalised states (1, 1)/√2 and (1, −1)/√2.

Even one zero of the state can break the main theorem, through Lean's convention for division by zero. Take one pair and one configuration with Φ = 0, u = v = 1 and H = 1. Then ψ(t) = t, and the energy is 1 for t ≠ 0 and undefined at t = 0. Lean's division assigns it the value 0 there, so `landscape` is not constant, yet every t ≠ 0 is stationary.

## The Lean file

```lean
import Mathlib

open Matrix

namespace GeminalLineSearch

noncomputable section

variable {X n : Type*} [Fintype X] [Fintype n] [DecidableEq n]
variable (H : Matrix X X ℝ) (Φ : X → Matrix n n ℝ) (u v : X → n → ℝ)

/-- The trial state as a function of one geminal coefficient `t`: its amplitude on the
configuration `x` is `det (Φ_x + t u_x v_xᵀ)`. -/
def trial (t : ℝ) : X → ℝ := fun x => (Φ x + t • vecMulVec (u x) (v x)).det


/-- The Rayleigh quotient `ψ·Hψ / ψ·ψ` of the trial state, for those `t` at which it is nonzero. -/
def landscape (t : ℝ) : ℝ :=
  (trial Φ u v t ⬝ᵥ H *ᵥ trial Φ u v t) / (trial Φ u v t ⬝ᵥ trial Φ u v t)

omit [Fintype X] in
/-- The trial state is affine in the geminal coefficient. -/
theorem trial_affine :
    ∃ b : X → ℝ, ∀ s t, trial Φ u v t = trial Φ u v s + (t - s) • b := by
  have h : ∀ x, ∃ c : ℝ, ∀ t, trial Φ u v t x = (Φ x).det + t * c := by
    intro x
    let B : Matrix Unit n ℝ := of fun _ j => -v x j
    let M := fromBlocks (0 : Matrix Unit Unit ℝ) B (of fun i _ => u x i) (Φ x)
    let e : Unit ⊕ n → ℝ := Sum.elim (fun _ => 1) (fun _ => 0)
    let w : Unit ⊕ n → ℝ := Sum.elim (fun _ => 0) (u x)
    refine ⟨M.det, fun t => ?_⟩
    -- the Schur complement turns the rank-one update into a change of one column
    have h1 : trial Φ u v t x
        = (fromBlocks (1 : Matrix Unit Unit ℝ) B (of fun i _ => t * u x i) (Φ x)).det := by
      rw [det_fromBlocks_one₁₁]
      unfold trial
      congr 1
      ext i j
      simp [B, Matrix.mul_apply, vecMulVec_apply]
      ring
    have h2 : fromBlocks (1 : Matrix Unit Unit ℝ) B (of fun i _ => t * u x i) (Φ x)
        = M.updateCol (Sum.inl ()) (e + t • w) := by
      ext (i | i) (j | j) <;> simp [M, e, w]
    have h3 : M.updateCol (Sum.inl ()) e = fromBlocks (1 : Matrix Unit Unit ℝ) B 0 (Φ x) := by
      ext (i | i) (j | j) <;> simp [M, e]
    have h4 : M.updateCol (Sum.inl ()) w = M := by
      ext (i | i) (j | j) <;> simp [M, w]
    rw [h1, h2, det_updateCol_add, det_updateCol_smul, h3, h4, det_fromBlocks_one₁₁,
      Matrix.zero_mul, sub_zero]
  choose b hb using h
  refine ⟨b, fun s t => ?_⟩
  ext x
  simp only [Pi.add_apply, Pi.smul_apply, smul_eq_mul, hb]
  ring

/-- Along a line of states, `ψ·Hψ` and `ψ·ψ` are quadratic in the line parameter. -/
theorem quadratic_on_line (a b : X → ℝ) (t : ℝ) :
    (a + t • b) ⬝ᵥ H *ᵥ (a + t • b)
        = a ⬝ᵥ H *ᵥ a + t * (a ⬝ᵥ H *ᵥ b + b ⬝ᵥ H *ᵥ a) + t ^ 2 * (b ⬝ᵥ H *ᵥ b) ∧
      (a + t • b) ⬝ᵥ (a + t • b) = a ⬝ᵥ a + t * (2 * (a ⬝ᵥ b)) + t ^ 2 * (b ⬝ᵥ b) := by
  constructor <;>
  simp only [mulVec_add, mulVec_smul, dotProduct_add, add_dotProduct, smul_dotProduct,
    dotProduct_smul, smul_eq_mul, dotProduct_comm b a] <;> ring

/-- A nonzero real state has positive squared norm. -/
theorem norm_pos {ψ : X → ℝ} (h : ψ ≠ 0) : 0 < ψ ⬝ᵥ ψ :=
  lt_of_le_of_ne (Finset.sum_nonneg fun i _ => mul_self_nonneg (ψ i))
    (fun h0 => h (dotProduct_self_eq_zero.mp h0.symm))

/-- If the trial state never vanishes and the energy is stationary at `s`, then the energy
difference from `s`, times the squared norm, is a fixed multiple of `(t - s)²`. -/
theorem energy_gap (hψ : ∀ t, trial Φ u v t ≠ 0) (s : ℝ)
    (hs : HasDerivAt (landscape H Φ u v) 0 s) :
    ∃ K : ℝ, ∀ t, (landscape H Φ u v t - landscape H Φ u v s)
      * (trial Φ u v t ⬝ᵥ trial Φ u v t) = K * (t - s) ^ 2 := by
  have hq : ∀ p q r : ℝ, HasDerivAt (fun t => p + (t - s) * q + (t - s) ^ 2 * r) q s := by
    intro p q r
    have h := (hasDerivAt_id' s).sub_const s
    refine HasDerivAt.congr_deriv
      (((h.mul_const q).const_add p).fun_add ((h.fun_pow 2).mul_const r)) ?_
    simp
  obtain ⟨b, hb⟩ := trial_affine Φ u v
  obtain ⟨a, hline⟩ : ∃ a : X → ℝ, ∀ t, trial Φ u v t = a + (t - s) • b := ⟨_, hb s⟩
  have hN : ∀ t, landscape H Φ u v t
      * (a ⬝ᵥ a + (t - s) * (2 * (a ⬝ᵥ b)) + (t - s) ^ 2 * (b ⬝ᵥ b))
      = a ⬝ᵥ H *ᵥ a + (t - s) * (a ⬝ᵥ H *ᵥ b + b ⬝ᵥ H *ᵥ a)
        + (t - s) ^ 2 * (b ⬝ᵥ H *ᵥ b) := by
    intro t
    rw [← (quadratic_on_line H a b (t - s)).1, ← (quadratic_on_line H a b (t - s)).2, ← hline t]
    exact ((div_eq_iff (norm_pos (hψ t)).ne').mp rfl).symm
  -- differentiate `E (ψ·ψ) = ψ·Hψ` at the stationary point
  have hd := hs.fun_mul (hq (a ⬝ᵥ a) (2 * (a ⬝ᵥ b)) (b ⬝ᵥ b))
  simp only [hN] at hd
  have g := hd.unique (hq (a ⬝ᵥ H *ᵥ a) (a ⬝ᵥ H *ᵥ b + b ⬝ᵥ H *ᵥ a) (b ⬝ᵥ H *ᵥ b))
  refine ⟨b ⬝ᵥ H *ᵥ b - landscape H Φ u v s * (b ⬝ᵥ b), fun t => ?_⟩
  rw [hline t, (quadratic_on_line H a b (t - s)).2]
  linear_combination hN t - hN s - (t - s) * g

/-- If the trial state vanishes for no real `t`, every stationary point of the energy is a global
minimum or a global maximum over the geminal coefficient. -/
theorem stationary_is_global (hψ : ∀ t, trial Φ u v t ≠ 0) (s : ℝ)
    (hs : HasDerivAt (landscape H Φ u v) 0 s) :
    (∀ t, landscape H Φ u v s ≤ landscape H Φ u v t) ∨
      (∀ t, landscape H Φ u v t ≤ landscape H Φ u v s) := by
  obtain ⟨K, hK⟩ := energy_gap H Φ u v hψ s hs
  rcases le_total 0 K with h | h
  · exact Or.inl fun t => le_of_mul_le_mul_right
      (by nlinarith [hK t, mul_nonneg h (sq_nonneg (t - s))]) (norm_pos (hψ t))
  · exact Or.inr fun t => le_of_mul_le_mul_right
      (by nlinarith [hK t, mul_nonneg (neg_nonneg.2 h) (sq_nonneg (t - s))]) (norm_pos (hψ t))

/-- If the trial state vanishes for no real `t`, then for any real matrix `H` the energy is
constant in the geminal coefficient or has at most two stationary points. -/
theorem constant_or_at_most_two_stationary (hψ : ∀ t, trial Φ u v t ≠ 0) :
    (∃ E₀, ∀ t, landscape H Φ u v t = E₀) ∨
      ∃ s₁ s₂, ∀ t, HasDerivAt (landscape H Φ u v) 0 t → t = s₁ ∨ t = s₂ := by
  by_contra! hc
  obtain ⟨hc, pick⟩ := hc
  -- a stationary energy taken at a second point would make the energy constant
  have hne : ∀ s t, HasDerivAt (landscape H Φ u v) 0 s → t ≠ s →
      landscape H Φ u v s ≠ landscape H Φ u v t := by
    intro s t hs hts he
    obtain ⟨r, hr⟩ := hc (landscape H Φ u v s)
    obtain ⟨K, hK⟩ := energy_gap H Φ u v hψ s hs
    have h1 := hK t
    rw [he, sub_self, zero_mul] at h1
    have hK0 := (mul_eq_zero.mp h1.symm).resolve_right (pow_ne_zero 2 (sub_ne_zero.2 hts))
    have h2 := hK r
    rw [hK0, zero_mul] at h2
    exact hr (sub_eq_zero.mp ((mul_eq_zero.mp h2).resolve_right (norm_pos (hψ r)).ne'))
  obtain ⟨x, hx, -, -⟩ := pick 0 0
  obtain ⟨y, hy, hyx, -⟩ := pick x x
  obtain ⟨z, hz, hzx, hzy⟩ := pick x y
  have hg := stationary_is_global H Φ u v hψ
  -- of three stationary points, two are both minima or both maxima
  rcases hg x hx with a | a <;> rcases hg y hy with b | b
  · exact hne x y hx hyx (le_antisymm (a y) (b x))
  · rcases hg z hz with c | c
    · exact hne x z hx hzx (le_antisymm (a z) (c x))
    · exact hne y z hy hzy (le_antisymm (c y) (b z))
  · rcases hg z hz with c | c
    · exact hne y z hy hzy (le_antisymm (b z) (c y))
    · exact hne x z hx hzx (le_antisymm (c x) (a z))
  · exact hne x y hx hyx (le_antisymm (b x) (a y))

/-- Pairing matrices of two pairs on two configurations. -/
def demoPairing : Fin 2 → Matrix (Fin 2) (Fin 2) ℝ := ![!![1, 0; 0, 1], !![1, 0; 0, 0]]

/-- Orbital values multiplying the varied coefficient on the two configurations. -/
def demoOrbital : Fin 2 → Fin 2 → ℝ := ![![0, 0], ![0, 1]]

/-- The bound two is attained: for two pairs on two configurations coupled by a hopping, the trial
state never vanishes, and the energy is stationary at `s = 1` and `s = -1` with value `s`. -/
theorem two_stationary_points_witness :
    (∀ t, trial demoPairing demoOrbital demoOrbital t ≠ 0) ∧ ∀ s : ℝ, s ^ 2 = 1 →
      HasDerivAt (landscape !![0, 1; 1, 0] demoPairing demoOrbital demoOrbital) 0 s ∧
      landscape !![0, 1; 1, 0] demoPairing demoOrbital demoOrbital s = s := by
  have htr : ∀ t, trial demoPairing demoOrbital demoOrbital t = ![1, t] := by
    intro t
    ext x
    simp only [trial, det_fin_two, Matrix.add_apply, Matrix.smul_apply, vecMulVec_apply]
    fin_cases x <;> simp [demoPairing, demoOrbital]
  have hL : landscape !![0, 1; 1, 0] demoPairing demoOrbital demoOrbital
      = fun t => (2 * t) / (1 + t ^ 2) := by
    funext t
    simp only [landscape, htr]
    congr 1 <;> simp [Matrix.mulVec, dotProduct, Fin.sum_univ_succ] <;> ring
  refine ⟨fun t h => ?_, fun s hs => ⟨?_, ?_⟩⟩
  · have h0 := congrFun h 0
    rw [htr] at h0
    simp at h0
  · have hd : HasDerivAt (fun t : ℝ => (2 * t) / (1 + t ^ 2))
        ((2 * (1 + s ^ 2) - 2 * s * (2 * s)) / (1 + s ^ 2) ^ 2) s := by
      refine HasDerivAt.congr_deriv (((hasDerivAt_id' s).const_mul 2).fun_div
        (((hasDerivAt_id' s).fun_pow 2).const_add 1) (by positivity : (1 : ℝ) + s ^ 2 ≠ 0)) ?_
      simp
    rw [hL]
    refine hd.congr_deriv ?_
    rw [show 2 * (1 + s ^ 2) - 2 * s * (2 * s) = 0 by linear_combination (-2) * hs, zero_div]
  · rw [hL]
    change 2 * s / (1 + s ^ 2) = s
    rw [hs]
    ring

end

end GeminalLineSearch
```

```lean
#print axioms GeminalLineSearch.constant_or_at_most_two_stationary
-- 'GeminalLineSearch.constant_or_at_most_two_stationary' depends on axioms: [propext, Classical.choice, Quot.sound]
```

## How the lemmas carry the argument

`trial_affine` contains the bordered determinant. `h1` is the elimination of the corner entry, `h2` splits the first column into `e + t • w`, and `h3` and `h4` identify the two resulting matrices. `quadratic_on_line` expands the two quadratic forms, and `norm_pos` supplies the positive norm.

In `energy_gap`, `hq` says that a quadratic in t − s has its linear coefficient as derivative at s. `hN` is the identity E (ψ·ψ) = ψ·Hψ. The product rule gives `hd`, and uniqueness of the derivative turns it into the stationarity condition `g`. The final `linear_combination` is the subtraction that leaves K (t − s)².

`stationary_is_global` splits on the sign of K. The main theorem argues by contradiction: `pick` produces a stationary point different from any two given numbers, and three uses yield stationary points `x`, `y` and `z`. `hne` says that a stationary energy is not taken at a second point, and the case split finds two minima or two maxima among the three.

`two_stationary_points_witness` computes the state in `htr` and the energy in `hL`, then applies the quotient rule with s² = 1.
